# Level-sum rules fix the line-strength ratio 9:5:1 for ²P–²D but not the ratios for ³P–³D

## Terms, levels and line strengths

The strength of an electric-dipole line is the squared reduced dipole matrix element between its two levels. A multiplet consists of the lines between two terms, here with orbital momenta $L$ and $L+1$ and the same multiplicity $n=2S+1$, where $S$ is the spin. The problem is to find the relative strengths of its lines.

For $n\le 2L+1$ each of the two terms has $n$ levels. They are counted from the largest $J$ downwards, $k=0,\dots,n-1$, and for the term $L$
$$J_k=L+\tfrac{n-1}{2}-k,\qquad 2J_k+1=2L+n-2k.$$
Write $s_{ij}$ for the strength between level $i$ of the term $L$ and level $j$ of the term $L+1$. "Lower" and "upper" refer to orbital momentum, not energy, and $n$ is not the principal quantum number.

Two rules are imposed:

- Lines with $|\Delta J|>1$ are absent.
- The summed strength of a level, divided by $2J+1$, is the same for all levels of a term.

The second rule is assumed here. It follows from pure LS coupling with one radial integral common to all lines, but it is weaker than that condition, as the triplet below shows. Whether a real atom meets the condition is a separate question. Measured intensities also contain frequency factors and populations.

## What the rules determine

In Lean, `levelJ` is $J_k$, the real matrix `s` holds the strengths, and `SumRules L s` states both rules.

- **Doublets, $L\ge1$** (`doublet_ratio`): the rules hold exactly when $s_{10}=0$ and $s_{00}:s_{11}:s_{01}=(L+2)(2L+1):L(2L+3):1$, written as multiples of $s_{01}$ so that the zero multiplet is included.
- **²P–²D** (`doublet_P_D`): with $a,b,c=s_{00},s_{01},s_{11}$, the two level-sum equations hold exactly when $a=9b$ and $c=5b$. The ratio 9:5:1 is therefore $a:c:b$.
- **Weakest doublet line** (`satellite_fraction`): $s_{01}$ is the fraction $1/((2L+1)(2L+3))$ of the total, which is $1/15$ for ²P–²D.
- **³P–³D with total 180** (`triplet_P_D_family`): one real parameter $t$ stays free.

Strengths may be negative in these statements. Requiring them to be non-negative restricts the triplet to $-15\le t\le1$, which still leaves an interval. Pure LS coupling with a common radial integral does fix the triplet, at $t=0$, but this takes more than the two rules and is not proved here.

For doublets in LS coupling with a common radial integral, the ratio gives a check on line strengths from an atomic-structure calculation.

## Solving the doublet

Since $J_i-J'_j=j-i-1$, where the prime marks the term $L+1$, a line is forbidden if $j<i$ or $j>i+2$. The second case needs more than three levels. In a doublet only $s_{10}$ vanishes.

The weights are $2L+2,\,2L$ and $2L+4,\,2L+2$, so
$$\frac{s_{00}+s_{01}}{2L+2}=\frac{s_{11}}{2L},\qquad \frac{s_{00}}{2L+4}=\frac{s_{01}+s_{11}}{2L+2}.$$
Clearing denominators and halving gives
$$L(s_{00}+s_{01})=(L+1)s_{11},\quad (1)\qquad (L+1)s_{00}=(L+2)(s_{01}+s_{11}).\quad (2)$$
The combination $(L+1)(2)-(L+2)(1)$ eliminates $s_{11}$. Because $(L+1)^2-L(L+2)=1$, it leaves $s_{00}=(L+2)(2L+1)s_{01}$. Likewise $L(2)-(L+1)(1)$ gives $s_{11}=L(2L+3)s_{01}$. Substituting these back satisfies (1) and (2). The total is
$$(4L^2+8L+3)s_{01}=(2L+1)(2L+3)s_{01}.$$

## The free parameter of the triplet

The weights are 5, 3, 1 and 7, 5, 3. A total of 180 gives row sums 100, 60, 20 and column sums 84, 60, 36. With $s_{10}=s_{20}=s_{21}=0$, the first column and last row give $s_{00}=84$ and $s_{22}=20$. Put $s_{02}=1-t$. Then
$$s_{01}=100-84-(1-t)=15+t,$$
$$s_{11}=60-(15+t)=45-t,$$
$$s_{12}=36-20-(1-t)=15+t.$$
The remaining row sum, $s_{11}+s_{12}=60$, holds for every $t$.

## The smallest case, ²S–²P

For $L=0$ the lower term has a single level, and `doublet_ratio` excludes this case. The rule for the upper term alone gives $s_{00}/4=s_{01}/2$, hence the ratio 2:1.

## The Lean file

```lean
import Mathlib

open Matrix

namespace MultipletSumRules

noncomputable section

/-- Total angular momentum `J = L + S - k` of the `k`-th level of a term with orbital momentum `L`
and multiplicity `n = 2S + 1`, for `n ≤ 2L + 1`; the level `k = 0` has the largest `J`. -/
def levelJ {n : ℕ} (L : ℕ) (k : Fin n) : ℝ := L + ((n : ℝ) - 1) / 2 - ((k : ℕ) : ℝ)

/-- The rules for the line strengths `s i j` between level `i` of a term `L` and level `j` of a
term `L + 1` of the same multiplicity `n ≤ 2L + 1`: lines with `|ΔJ| > 1` are absent, and the
summed strength of a level divided by `2J + 1` is the same for all levels of a term. -/
structure SumRules {n : ℕ} (L : ℕ) (s : Matrix (Fin n) (Fin n) ℝ) : Prop where
  selection : ∀ i j, 1 < |levelJ L i - levelJ (L + 1) j| → s i j = 0
  lower : ∀ i i', (∑ j, s i j) / (2 * levelJ L i + 1) = (∑ j, s i' j) / (2 * levelJ L i' + 1)
  upper : ∀ j j', (∑ i, s i j) / (2 * levelJ (L + 1) j + 1)
    = (∑ i, s i j') / (2 * levelJ (L + 1) j' + 1)

/-- The statistical weight `2J + 1` of the `k`-th level is `2L + n - 2k`. -/
theorem weight {n : ℕ} (L : ℕ) (k : Fin n) :
    2 * levelJ L k + 1 = 2 * (L : ℝ) + n - 2 * ((k : ℕ) : ℝ) := by
  unfold levelJ
  ring

/-- For multiplicity at most three, the line from level `i` of the term `L` to level `j` of the
term `L + 1` has `|ΔJ| > 1` exactly when `j < i`. -/
theorem forbidden_iff {n : ℕ} (hn : n ≤ 3) (L : ℕ) (i j : Fin n) :
    1 < |levelJ L i - levelJ (L + 1) j| ↔ j < i := by
  have gap : levelJ L i - levelJ (L + 1) j = ((j : ℕ) : ℝ) - ((i : ℕ) : ℝ) - 1 := by
    unfold levelJ
    push_cast
    ring
  rw [gap, lt_abs]
  constructor
  · rintro (h | h)
    · -- this would need more than three levels
      have h1 : ((i : ℕ) : ℝ) + 2 < ((j : ℕ) : ℝ) := by linarith
      have h2 : (i : ℕ) + 2 < (j : ℕ) := by exact_mod_cast h1
      have h3 := j.isLt
      exfalso
      omega
    · have h1 : ((j : ℕ) : ℝ) < ((i : ℕ) : ℝ) := by
        by_contra hc
        have h2 : (i : ℕ) ≤ (j : ℕ) := by exact_mod_cast not_lt.mp hc
        rcases Nat.eq_or_lt_of_le h2 with h3 | h3
        · rw [h3] at h
          linarith
        · have h4 : ((i : ℕ) : ℝ) < ((j : ℕ) : ℝ) := by exact_mod_cast h3
          linarith
      exact Fin.lt_def.mpr (by exact_mod_cast h1)
  · intro h
    right
    have h1 : ((j : ℕ) : ℝ) < ((i : ℕ) : ℝ) := by exact_mod_cast Fin.lt_def.mp h
    linarith

/-- For a doublet with `L ≥ 1` the rules say that the line with `|ΔJ| = 2` is absent and that the
three remaining strengths obey one equation for each term. -/
theorem doublet_equations (L : ℕ) (s : Matrix (Fin 2) (Fin 2) ℝ) :
    SumRules L s ↔ s 1 0 = 0 ∧
      (s 0 0 + s 0 1) / (2 * (L : ℝ) + 2) = s 1 1 / (2 * (L : ℝ)) ∧
      s 0 0 / (2 * (L : ℝ) + 4) = (s 0 1 + s 1 1) / (2 * (L : ℝ) + 2) := by
  -- statistical weights of the four levels
  have w0 : 2 * levelJ L (0 : Fin 2) + 1 = 2 * (L : ℝ) + 2 := by
    rw [weight]; push_cast [Fin.val_zero]; ring
  have w1 : 2 * levelJ L (1 : Fin 2) + 1 = 2 * (L : ℝ) := by
    rw [weight]; push_cast [Fin.val_one]; ring
  have v0 : 2 * levelJ (L + 1) (0 : Fin 2) + 1 = 2 * (L : ℝ) + 4 := by
    rw [weight]; push_cast [Fin.val_zero]; ring
  have v1 : 2 * levelJ (L + 1) (1 : Fin 2) + 1 = 2 * (L : ℝ) + 2 := by
    rw [weight]; push_cast [Fin.val_one]; ring
  constructor
  · intro h
    have h10 := h.selection 1 0 ((forbidden_iff (by norm_num) L 1 0).mpr (by decide))
    have hl := h.lower 0 1
    have hu := h.upper 0 1
    simp only [Fin.sum_univ_two, w0, w1, h10, zero_add] at hl
    simp only [Fin.sum_univ_two, v0, v1, h10, add_zero] at hu
    exact ⟨h10, hl, hu⟩
  · rintro ⟨h10, hl, hu⟩
    have kl : ∀ i, (∑ j, s i j) / (2 * levelJ L i + 1) = s 1 1 / (2 * (L : ℝ)) := by
      refine Fin.forall_fin_two.mpr ⟨?_, ?_⟩
      · rw [Fin.sum_univ_two, w0, hl]
      · rw [Fin.sum_univ_two, w1, h10, zero_add]
    have ku : ∀ j, (∑ i, s i j) / (2 * levelJ (L + 1) j + 1)
        = (s 0 1 + s 1 1) / (2 * (L : ℝ) + 2) := by
      refine Fin.forall_fin_two.mpr ⟨?_, ?_⟩
      · rw [Fin.sum_univ_two, v0, h10, add_zero, hu]
      · rw [Fin.sum_univ_two, v1]
    refine ⟨fun i j h => ?_, fun i i' => (kl i).trans (kl i').symm,
      fun j j' => (ku j).trans (ku j').symm⟩
    have hji := (forbidden_iff (by norm_num) L i j).mp h
    have only : ∀ i j : Fin 2, j < i → i = 1 ∧ j = 0 := by decide
    obtain ⟨rfl, rfl⟩ := only i j hji
    exact h10

/-- For a doublet with `L ≥ 1` the rules hold exactly when the line with `|ΔJ| = 2` is absent and
the other three strengths are in the ratio `(L+2)(2L+1) : L(2L+3) : 1`. -/
theorem doublet_ratio {L : ℕ} (hL : 1 ≤ L) (s : Matrix (Fin 2) (Fin 2) ℝ) :
    SumRules L s ↔ s 1 0 = 0 ∧ s 0 0 = ((L : ℝ) + 2) * (2 * L + 1) * s 0 1 ∧
      s 1 1 = (L : ℝ) * (2 * L + 3) * s 0 1 := by
  have hpos : (0 : ℝ) < L := by exact_mod_cast hL
  have d0 : 2 * (L : ℝ) ≠ 0 := by positivity
  have d2 : 2 * (L : ℝ) + 2 ≠ 0 := by positivity
  have d4 : 2 * (L : ℝ) + 4 ≠ 0 := by positivity
  rw [doublet_equations, div_eq_div_iff d2 d0, div_eq_div_iff d4 d2]
  constructor
  · -- eliminate one strong line at a time
    rintro ⟨h10, h1, h2⟩
    refine ⟨h10, ?_, ?_⟩
    · linear_combination ((L : ℝ) + 1) / 2 * h2 - ((L : ℝ) + 2) / 2 * h1
    · linear_combination (L : ℝ) / 2 * h2 - ((L : ℝ) + 1) / 2 * h1
  · rintro ⟨h10, ha, hc⟩
    refine ⟨h10, ?_, ?_⟩
    · rw [ha, hc]; ring
    · rw [ha, hc]; ring

/-- The strengths `a`, `b`, `c` of 2P(3/2)-2D(5/2), 2P(3/2)-2D(3/2) and 2P(1/2)-2D(3/2) obey the
two level-sum rules exactly when `a = 9b` and `c = 5b`. -/
theorem doublet_P_D (a b c : ℝ) :
    ((a + b) / 4 = c / 2 ∧ a / 6 = (b + c) / 4) ↔ (a = 9 * b ∧ c = 5 * b) := by
  constructor
  · rintro ⟨h1, h2⟩
    constructor <;> linarith
  · rintro ⟨h1, h2⟩
    constructor <;> linarith

/-- In a doublet with `L ≥ 1` that obeys the rules, the line between the two levels of equal `J`
carries the fraction `1/((2L+1)(2L+3))` of the total strength. -/
theorem satellite_fraction {L : ℕ} (hL : 1 ≤ L) {s : Matrix (Fin 2) (Fin 2) ℝ}
    (h : SumRules L s) :
    s 0 1 = (∑ i, ∑ j, s i j) / ((2 * (L : ℝ) + 1) * (2 * L + 3)) := by
  obtain ⟨h10, ha, hc⟩ := (doublet_ratio hL s).mp h
  rw [eq_div_iff (by positivity)]
  simp only [Fin.sum_univ_two]
  linear_combination -h10 - ha - hc

/-- For the triplet 3P-3D with total strength 180 the rules leave exactly one real parameter `t`
free, so they do not fix the relative strengths. -/
theorem triplet_P_D_family (s : Matrix (Fin 3) (Fin 3) ℝ) :
    (SumRules 1 s ∧ ∑ i, ∑ j, s i j = 180) ↔
      ∃ t : ℝ, s = !![84, 15 + t, 1 - t; 0, 45 - t, 15 + t; 0, 0, 20] := by
  constructor
  · rintro ⟨h, ht⟩
    have z10 := h.selection 1 0 ((forbidden_iff (by norm_num) 1 1 0).mpr (by decide))
    have z20 := h.selection 2 0 ((forbidden_iff (by norm_num) 1 2 0).mpr (by decide))
    have z21 := h.selection 2 1 ((forbidden_iff (by norm_num) 1 2 1).mpr (by decide))
    have l1 := h.lower 0 1
    have l2 := h.lower 1 2
    have u1 := h.upper 0 1
    have u2 := h.upper 1 2
    norm_num [levelJ, Fin.sum_univ_three] at l1 l2 u1 u2
    simp only [Fin.sum_univ_three] at ht
    -- the weakest line serves as the free parameter
    refine ⟨1 - s 0 2, ?_⟩
    ext i j
    fin_cases i <;> fin_cases j <;> simp <;> linarith
  · rintro ⟨t, rfl⟩
    refine ⟨⟨?_, ?_, ?_⟩, ?_⟩
    · intro i j h
      have hji := (forbidden_iff (by norm_num) 1 i j).mp h
      clear h
      revert hji
      fin_cases i <;> fin_cases j <;> simp
    · intro i i'
      fin_cases i <;> fin_cases i' <;> simp [levelJ, Fin.sum_univ_three] <;> ring
    · intro j j'
      fin_cases j <;> fin_cases j' <;> simp [levelJ, Fin.sum_univ_three] <;> ring
    · simp [Fin.sum_univ_three]
      ring

end

end MultipletSumRules
```

```lean
#print axioms MultipletSumRules.doublet_ratio
#print axioms MultipletSumRules.doublet_P_D
#print axioms MultipletSumRules.satellite_fraction
#print axioms MultipletSumRules.triplet_P_D_family
```

```
'MultipletSumRules.doublet_ratio' depends on axioms: [propext, Classical.choice, Quot.sound]
'MultipletSumRules.doublet_P_D' depends on axioms: [propext, Classical.choice, Quot.sound]
'MultipletSumRules.satellite_fraction' depends on axioms: [propext, Classical.choice, Quot.sound]
'MultipletSumRules.triplet_P_D_family' depends on axioms: [propext, Classical.choice, Quot.sound]
```

## From the rules to linear algebra

`weight` and `forbidden_iff` supply the statistical weights and the absent lines. `doublet_equations` reduces the rules to the two fractions above. For the converse, `kl` and `ku` show that every level of a term has the same quotient, so any two levels agree.

In `doublet_ratio`, `div_eq_div_iff` clears the denominators, which are nonzero because $L\ge1$. The two `linear_combination` calls are the eliminations above; their coefficients are halved because Lean keeps the common factor 2. `satellite_fraction` adds up the resulting strengths, and `doublet_P_D` solves its two equations directly with `linarith`.

For the triplet, the forward direction sets $t=1-s_{02}$ and obtains each entry from the linear equations. The converse checks the rules entry by entry and level by level.
